# At high frequency, 1/χ₀ − 1/χ tends to the first-moment difference over S² if both total strengths equal S ≠ 0

My kernel runs off to infinity at high frequency. I take the Kohn–Sham dipole response $\chi_0$ and the interacting response $\chi$ of a molecule from two separately truncated lists of excitations, and I form $1/\chi_0-1/\chi$. The result grows like $\omega^2$. If the two lists have the same total oscillator strength, it levels off, but not at zero, although both responses then have the same leading tail. Where does the remaining constant come from?

## The constant sits in the second term of the tail

Write $s=\omega^2$ and

$$\chi_0(s)=\sum_k\frac{f_k}{s-p_k},\qquad \chi(s)=\sum_l\frac{g_l}{s-q_l},$$

where $p_k,q_l$ are squared excitation energies and $f_k,g_l$ are strengths. Suppose $\sum_k f_k=\sum_l g_l=S\neq0$. For dipole responses this common total stands for the f-sum rule: with local potentials and a complete set of states, the electron number fixes both sums.

For each pole, $s/(s-p_k)=1/(1-p_k/s)\to1$ as $|s|\to\infty$. Therefore

$$s\chi_0=\sum_k f_k\frac{s}{s-p_k}\to S,$$

$$s(s\chi_0-S)=\sum_k f_kp_k\frac{s}{s-p_k}\to M_0:=\sum_k f_kp_k.$$

The first limit also shows that $\chi_0\neq0$ at large $|s|$, so it can be inverted there:

$$\frac1{\chi_0}-\frac sS=-\frac{s(s\chi_0-S)}{S\,(s\chi_0)}\to-\frac{M_0}{S^2}.$$

The same holds for $\chi$ with $M:=\sum_l g_lq_l$. Subtracting cancels $s/S$ and leaves

$$\frac1{\chi_0}-\frac1\chi\to\frac{M-M_0}{S^2}.$$

The easy mistake is to replace both responses by $S/s$ before inverting, which gives zero. The next term of $\chi_0$ is only $M_0/s^2$, but inversion multiplies it by about $-s^2/S^2$, so it contributes $-M_0/S^2$, which is of order one.

If the totals differ, the kernel divided by $s$ tends to $1/\sum_k f_k-1/\sum_l g_l\neq0$ (both totals nonzero). That is your runaway.

Take a Casida calculation with real spin-orbitals, integer occupations and an adiabatic kernel that acts on the density alone, so no hybrid functional. Let $D$ be the diagonal matrix of the positive occupied–virtual energy gaps, $K$ the coupling matrix and $d$ the vector of transition dipoles along one direction. The $q_l$ are the eigenvalues of $D^2+2D^{1/2}KD^{1/2}$. Both responses then have $S=2d^TDd$, and the moment difference is $M-M_0=4d^TDKDd$, so the limit can be evaluated without diagonalising.

Here are the limits in Lean:

```lean
import Mathlib

open Filter Bornology Topology

namespace HighFrequencyKernel

noncomputable section

variable {𝕜 ι κ : Type*} [RCLike 𝕜] [Fintype ι] [Fintype κ]

/-- Response function with poles `p k` and strengths `f k`, as a function of the squared
frequency `s`, for `s` away from the poles. -/
def response (f p : ι → 𝕜) (s : 𝕜) : 𝕜 := ∑ k, f k / (s - p k)

/-- The kernel `1/χ₀ - 1/χ` between a reference response (strengths `f`, poles `p`) and an
interacting one (strengths `g`, poles `q`), for `s` off all poles and where neither response
vanishes. -/
def kernel (f p : ι → 𝕜) (g q : κ → 𝕜) (s : 𝕜) : 𝕜 :=
  1 / response f p s - 1 / response g q s

/-- Far from a pole `p`, the ratio `s / (s - p)` tends to one. -/
theorem pole_tail (p : 𝕜) : Tendsto (fun s : 𝕜 => s / (s - p)) (cobounded 𝕜) (𝓝 1) := by
  have h0 : Tendsto (fun s : 𝕜 => s⁻¹) (cobounded 𝕜) (𝓝 0) := tendsto_inv₀_cobounded
  have h1 : Tendsto (fun s : 𝕜 => (1 - p * s⁻¹)⁻¹) (cobounded 𝕜) (𝓝 (1 - p * 0)⁻¹) :=
    (tendsto_const_nhds.sub (h0.const_mul p)).inv₀ (by simp)
  simp only [mul_zero, sub_zero, inv_one] at h1
  refine h1.congr' ?_
  filter_upwards [eventually_ne_cobounded (0 : 𝕜)] with s hs
  have e : 1 - p * s⁻¹ = (s - p) / s := by
    rw [sub_div, div_self hs, div_eq_mul_inv]
  rw [e, inv_div]

/-- Leading tail of the response: `s χ(s)` tends to the total strength. -/
theorem response_leading_tail (f p : ι → 𝕜) :
    Tendsto (fun s => s * response f p s) (cobounded 𝕜) (𝓝 (∑ k, f k)) := by
  have h : Tendsto (fun s => ∑ k, f k * (s / (s - p k))) (cobounded 𝕜)
      (𝓝 (∑ k, f k * 1)) :=
    tendsto_finsetSum _ (fun k _ => (pole_tail (p k)).const_mul (f k))
  simp only [mul_one] at h
  refine h.congr (fun s => ?_)
  rw [response, Finset.mul_sum]
  exact Finset.sum_congr rfl (fun k _ => by ring)

/-- Next order of the tail: `s (s χ(s) - ∑ f)` tends to the first moment `∑ f p`. -/
theorem response_second_tail (f p : ι → 𝕜) :
    Tendsto (fun s => s * (s * response f p s - ∑ k, f k)) (cobounded 𝕜)
      (𝓝 (∑ k, f k * p k)) := by
  have h : Tendsto (fun s => ∑ k, f k * p k * (s / (s - p k))) (cobounded 𝕜)
      (𝓝 (∑ k, f k * p k * 1)) :=
    tendsto_finsetSum _ (fun k _ => (pole_tail (p k)).const_mul (f k * p k))
  simp only [mul_one] at h
  refine h.congr' ?_
  filter_upwards [eventually_all.2 (fun k => eventually_ne_cobounded (p k))] with s hs
  rw [response, Finset.mul_sum, ← Finset.sum_sub_distrib, Finset.mul_sum]
  refine Finset.sum_congr rfl (fun k _ => ?_)
  have hk : (s - p k) * (s - p k)⁻¹ = 1 := mul_inv_cancel₀ (sub_ne_zero.mpr (hs k))
  linear_combination (-(s * f k)) * hk

/-- A response with nonzero total strength does not vanish at large `|s|`. -/
theorem response_eventually_ne_zero (f p : ι → 𝕜) (hf : ∑ k, f k ≠ 0) :
    ∀ᶠ s in cobounded 𝕜, response f p s ≠ 0 :=
  ((response_leading_tail f p).eventually_ne hf).mono fun _ h => right_ne_zero_of_mul h

/-- For total strength `S ≠ 0`, the inverse response minus its linear growth `s / S` tends to
minus the first moment over `S ^ 2`. -/
theorem inverse_response_tail (f p : ι → 𝕜) {S : 𝕜} (hf : ∑ k, f k = S) (hS : S ≠ 0) :
    Tendsto (fun s => 1 / response f p s - s / S) (cobounded 𝕜)
      (𝓝 (-(∑ k, f k * p k) / S ^ 2)) := by
  have h1 := response_leading_tail f p
  have h2 := response_second_tail f p
  have h3 := response_eventually_ne_zero f p (by rw [hf]; exact hS)
  rw [hf] at h1
  rw [hf] at h2
  have h : Tendsto (fun s => -(s * (s * response f p s - S)) / (S * (s * response f p s)))
      (cobounded 𝕜) (𝓝 (-(∑ k, f k * p k) / (S * S))) :=
    h2.neg.div (h1.const_mul S) (mul_ne_zero hS hS)
  rw [sq]
  refine h.congr' ?_
  filter_upwards [eventually_ne_cobounded (0 : 𝕜), h3] with s hs hχ
  rw [div_sub_div _ _ hχ hS,
    div_eq_div_iff (mul_ne_zero hS (mul_ne_zero hs hχ)) (mul_ne_zero hχ hS)]
  ring

/-- High-frequency limit of the kernel: if both responses have the same total strength `S ≠ 0`,
then `1/χ₀ - 1/χ` tends to the difference of their first moments over `S ^ 2` as `|s| → ∞`. -/
theorem kernel_high_frequency (f p : ι → 𝕜) (g q : κ → 𝕜) {S : 𝕜}
    (hf : ∑ k, f k = S) (hg : ∑ l, g l = S) (hS : S ≠ 0) :
    Tendsto (kernel f p g q) (cobounded 𝕜)
      (𝓝 ((∑ l, g l * q l - ∑ k, f k * p k) / S ^ 2)) := by
  -- the linear terms `s / S` of the two inverse responses cancel
  have h := (inverse_response_tail f p hf hS).sub (inverse_response_tail g q hg hS)
  have e : (∑ l, g l * q l - ∑ k, f k * p k) / S ^ 2
      = -(∑ k, f k * p k) / S ^ 2 - -(∑ l, g l * q l) / S ^ 2 := by ring
  rw [e]
  exact h.congr (fun s => by simp only [kernel]; ring)

/-- Real poles and strengths with common total strength `S > 0`: the limit of the kernel as the
real variable `s` tends to `+∞`, and along the imaginary frequency axis `s = -u ^ 2`. -/
theorem kernel_real_and_imaginary_frequency (f p : ι → ℝ) (g q : κ → ℝ) {S : ℝ}
    (hf : ∑ k, f k = S) (hg : ∑ l, g l = S) (hS : 0 < S) :
    Tendsto (kernel f p g q) atTop (𝓝 ((∑ l, g l * q l - ∑ k, f k * p k) / S ^ 2)) ∧
    Tendsto (fun u : ℝ => kernel f p g q (-u ^ 2)) atTop
      (𝓝 ((∑ l, g l * q l - ∑ k, f k * p k) / S ^ 2)) := by
  have h := kernel_high_frequency f p g q hf hg hS.ne'
  have h1 : Tendsto (fun s : ℝ => s) atTop (cobounded ℝ) :=
    tendsto_norm_atTop_iff_cobounded.1 tendsto_abs_atTop_atTop
  have h2 : Tendsto (fun u : ℝ => -u ^ 2) atTop (cobounded ℝ) := by
    refine tendsto_norm_atTop_iff_cobounded.1 ?_
    have h3 : Tendsto (fun u : ℝ => u ^ 2) atTop atTop := tendsto_pow_atTop two_ne_zero
    exact h3.congr (fun u => by rw [norm_neg, Real.norm_of_nonneg (sq_nonneg u)])
  exact ⟨h.comp h1, h.comp h2⟩

/-- For nonzero total strengths, the kernel divided by `s` tends to the difference of the
inverse total strengths. -/
theorem kernel_linear_growth (f p : ι → 𝕜) (g q : κ → 𝕜)
    (hf : ∑ k, f k ≠ 0) (hg : ∑ l, g l ≠ 0) :
    Tendsto (fun s => kernel f p g q s / s) (cobounded 𝕜)
      (𝓝 ((∑ k, f k)⁻¹ - (∑ l, g l)⁻¹)) := by
  have h := ((response_leading_tail f p).inv₀ hf).sub ((response_leading_tail g q).inv₀ hg)
  exact h.congr (fun s => by simp only [kernel]; ring)

/-- For nonzero total strengths, the kernel has a finite high-frequency limit exactly when the
two responses have the same total strength. -/
theorem kernel_limit_iff_equal_strength (f p : ι → 𝕜) (g q : κ → 𝕜)
    (hf : ∑ k, f k ≠ 0) (hg : ∑ l, g l ≠ 0) :
    (∃ L, Tendsto (kernel f p g q) (cobounded 𝕜) (𝓝 L)) ↔ ∑ k, f k = ∑ l, g l := by
  constructor
  · rintro ⟨L, hL⟩
    -- a finite limit forces the linear growth rate to vanish
    have h0 : Tendsto (fun s : 𝕜 => s⁻¹) (cobounded 𝕜) (𝓝 0) := tendsto_inv₀_cobounded
    have h1 : Tendsto (fun s => kernel f p g q s / s) (cobounded 𝕜) (𝓝 (L * 0)) :=
      (hL.mul h0).congr (fun s => (div_eq_mul_inv _ _).symm)
    have h2 := tendsto_nhds_unique (kernel_linear_growth f p g q hf hg) h1
    rw [mul_zero] at h2
    exact inv_injective (sub_eq_zero.mp h2)
  · intro h
    exact ⟨_, kernel_high_frequency f p g q h rfl hg⟩

/-- If the total strengths agree, `S ≠ 0`, and the kernel equals a constant `c` at all large
`|s|`, then the first moment of the interacting response exceeds the reference one by `c S ^ 2`. -/
theorem static_kernel_moment_shift (f p : ι → 𝕜) (g q : κ → 𝕜) {S c : 𝕜}
    (hf : ∑ k, f k = S) (hg : ∑ l, g l = S) (hS : S ≠ 0)
    (hc : ∀ᶠ s in cobounded 𝕜, kernel f p g q s = c) :
    ∑ l, g l * q l = ∑ k, f k * p k + c * S ^ 2 := by
  have h1 : Tendsto (kernel f p g q) (cobounded 𝕜) (𝓝 c) :=
    tendsto_const_nhds.congr' (hc.mono fun _ h => h.symm)
  have h2 := tendsto_nhds_unique h1 (kernel_high_frequency f p g q hf hg hS)
  rw [eq_div_iff (pow_ne_zero 2 hS)] at h2
  linear_combination -h2

end

end HighFrequencyKernel
```

```lean
#print axioms HighFrequencyKernel.kernel_high_frequency
#print axioms HighFrequencyKernel.kernel_real_and_imaginary_frequency
#print axioms HighFrequencyKernel.kernel_limit_iff_equal_strength
#print axioms HighFrequencyKernel.static_kernel_moment_shift
```

```
'HighFrequencyKernel.kernel_high_frequency' depends on axioms: [propext, Classical.choice, Quot.sound]
'HighFrequencyKernel.kernel_real_and_imaginary_frequency' depends on axioms: [propext, Classical.choice, Quot.sound]
'HighFrequencyKernel.kernel_limit_iff_equal_strength' depends on axioms: [propext, Classical.choice, Quot.sound]
'HighFrequencyKernel.static_kernel_moment_shift' depends on axioms: [propext, Classical.choice, Quot.sound]
```

`response` is the pole sum and `kernel` the difference of inverses. In TDDFT terms, `kernel` is an effective scalar counterpart of the Hartree plus exchange-correlation kernel, not of the latter alone. The type `𝕜` is ℝ or ℂ, and the filter `cobounded 𝕜` means $|s|\to\infty$ in any direction. Strengths may have either sign or be complex, and poles may coincide.

`kernel_high_frequency` is the main limit. `kernel_real_and_imaginary_frequency` specialises it to real data with $S>0$, for $s\to+\infty$ and for $s=-u^2$, which is $\omega=iu$. `kernel_limit_iff_equal_strength` says that, for nonzero totals, a finite limit exists exactly when the totals agree. `static_kernel_moment_shift` says that if they agree and the kernel equals a constant $c$ at all large $|s|$, then $M=M_0+cS^2$.

The result thus fixes the high-frequency limit of this effective kernel for one scalar channel with finitely many poles. The step left to you is from this scalar to the full kernel, which is a difference of inverse operators: a matrix element of an inverse is generally not the inverse of a matrix element. A continuum would also need convergent moments.

The proof follows the derivation above. `pole_tail` is the single-pole limit, and `response_leading_tail` and `response_second_tail` sum it over the poles. In the second, `filter_upwards` restricts to $s$ away from every pole, where `linear_combination` checks the algebra term by term. `response_eventually_ne_zero` permits the inversion in `inverse_response_tail`, where `div_eq_div_iff` clears denominators and `ring` confirms the identity. The main theorem subtracts two such tails.

`kernel_linear_growth` inverts the leading tails. For the equivalence, a finite limit $L$ makes the kernel divided by $s$ tend to $L\cdot0$, and uniqueness of limits forces equal totals. Uniqueness also gives the moment shift.
